# With nonzero overlap, the two-sided energy quotient is exact if the left vector is a left eigenvector or the right vector a right eigenvector

Take the matrix $\mathrm{diag}(0,1)$, whose eigenvector at $0$ is $(1,0)$. Put a slightly wrong vector $(1,\alpha)$ on the left and another, $(1,\beta)$, on the right. If $1+\alpha\beta\neq0$, the energy quotient is

$$\frac{(1,\alpha)\cdot(0,\beta)}{(1,\alpha)\cdot(1,\beta)}=\frac{\alpha\beta}{1+\alpha\beta}.$$

If either error vanishes, the quotient is the exact eigenvalue $0$, whatever the other error is. The problems below extend this to non-symmetric matrices, where left and right eigenvectors can differ.

All matrices are real and square, with a finite index set `n`, and $u\cdot v=\sum_i u_iv_i$ is written `u ⬝ᵥ v`. The products $Mv$ and $u^TM$ are `M *ᵥ v` and `u ᵥ* M`. A superscript $T$ always means the transpose; written on the line, $T$ is the matrix introduced below.

```lean
import Mathlib

open Matrix

namespace TranscorrelatedQuotient

noncomputable section

variable {n : Type*} [Fintype n]
```

For a left vector $u$ and a right vector $v$, define $Q_M(u,v)=u\cdot Mv/(u\cdot v)$. The one-sided quotient is $Q_M(v,v)$.

```lean
/-- The two-sided energy quotient `u·Mv / u·v` of a left vector `u` and a right vector `v`,
meant for `u·v ≠ 0`. -/
def biQuotient (M : Matrix n n ℝ) (u v : n → ℝ) : ℝ :=
  (u ⬝ᵥ (M *ᵥ v)) / (u ⬝ᵥ v)
```

The transcorrelated Hamiltonian is $\tilde H=T^{-1}HT$. The matrix $T$ stands for a correlation factor, such as a Jastrow factor, but may be any invertible matrix. The transformation takes place entirely within the finite space; projecting a transformed continuum Hamiltonian onto a basis is a different operation and need not preserve eigenvalues.

```lean
/-- The transcorrelated Hamiltonian `T⁻¹ H T`, meant for an invertible correlation factor `T`. -/
def transcorrelated [DecidableEq n] (T H : Matrix n n ℝ) : Matrix n n ℝ :=
  T⁻¹ * H * T
```

## (a) Eigenvectors after the similarity transformation

Let $H$ be symmetric, $H\psi=E\psi$ and $T$ invertible. Show that

$$\tilde H(T^{-1}\psi)=E\,T^{-1}\psi,\qquad (\psi^TT)\tilde H=E\,\psi^TT,\qquad (\psi^TT)(T^{-1}\psi)=\psi\cdot\psi.$$

**Solution.** First, $T^{-1}HTT^{-1}\psi=T^{-1}H\psi=E\,T^{-1}\psi$. Symmetry gives $\psi^TH=E\psi^T$, so $\psi^TTT^{-1}HT=\psi^THT=E\psi^TT$. In the overlap, $TT^{-1}$ cancels.

Invertibility is the hypothesis `IsUnit T.det`, and `Matrix.mul_nonsing_inv` performs each cancellation.

```lean
/-- For symmetric `H` with `Hψ = Eψ` and invertible `T`, the transcorrelated Hamiltonian has
the right vector `T⁻¹ψ` and the left vector `ψᵀT` at the same `E`, and their overlap is `ψ·ψ`. -/
theorem transcorrelated_eigenvectors [DecidableEq n] {T H : Matrix n n ℝ} {ψ : n → ℝ} {E : ℝ}
    (hT : IsUnit T.det) (hH : H.IsSymm) (hψ : H *ᵥ ψ = E • ψ) :
    transcorrelated T H *ᵥ (T⁻¹ *ᵥ ψ) = E • (T⁻¹ *ᵥ ψ) ∧
    (ψ ᵥ* T) ᵥ* transcorrelated T H = E • (ψ ᵥ* T) ∧
    (ψ ᵥ* T) ⬝ᵥ (T⁻¹ *ᵥ ψ) = ψ ⬝ᵥ ψ := by
  have hl : ψ ᵥ* H = E • ψ := by rw [← Matrix.mulVec_transpose, hH.eq, hψ]
  refine ⟨?_, ?_, ?_⟩
  · rw [transcorrelated, Matrix.mulVec_mulVec, Matrix.mul_assoc, Matrix.mul_nonsing_inv _ hT,
      Matrix.mul_one, ← Matrix.mulVec_mulVec, hψ, Matrix.mulVec_smul]
  · have h : T * (T⁻¹ * H * T) = H * T := by
      rw [← Matrix.mul_assoc, ← Matrix.mul_assoc, Matrix.mul_nonsing_inv _ hT, Matrix.one_mul]
    rw [transcorrelated, Matrix.vecMul_vecMul, h, ← Matrix.vecMul_vecMul, hl, Matrix.smul_vecMul]
  · rw [Matrix.dotProduct_mulVec, Matrix.vecMul_vecMul, Matrix.mul_nonsing_inv _ hT,
      Matrix.vecMul_one]
```

## (b) The terms that survive in the numerator

Let $Mr=Er$ and $l^TM=El^T$. Show that, for all $a$ and $b$,

$$(l+a)\cdot M(r+b)-E\,(l+a)\cdot(r+b)=a\cdot(M-E)b.$$

**Solution.** The left side is $(l+a)\cdot(M-E)(r+b)$. Of its four terms, $l\cdot(M-E)r$ and $a\cdot(M-E)r$ vanish by the right eigenvalue equation, and $l\cdot(M-E)b$ by the left one. Only $a\cdot(M-E)b$ remains.

In Lean, $(M-E)b$ is `M *ᵥ b - E • b`. The step `h1` uses the left equation; `simp only` expands the products and `ring` cancels them.

```lean
/-- If `Mr = Er` and `lᵀM = Elᵀ`, then in the quotient at `(l+a, r+b)` the numerator minus `E`
times the denominator is `a·(M-E)b`. -/
theorem numerator_error {M : Matrix n n ℝ} {l r : n → ℝ} {E : ℝ}
    (hr : M *ᵥ r = E • r) (hl : l ᵥ* M = E • l) (a b : n → ℝ) :
    (l + a) ⬝ᵥ (M *ᵥ (r + b)) - E * ((l + a) ⬝ᵥ (r + b)) = a ⬝ᵥ (M *ᵥ b - E • b) := by
  -- the left eigenvalue equation removes the term linear in `b`
  have h1 : l ⬝ᵥ (M *ᵥ b) = E * (l ⬝ᵥ b) := by
    rw [Matrix.dotProduct_mulVec, hl, smul_dotProduct, smul_eq_mul]
  simp only [Matrix.mulVec_add, hr, add_dotProduct, dotProduct_add, dotProduct_smul,
    smul_eq_mul, dotProduct_sub, h1]
  ring
```

## (c) The energy error

Suppose also that $(l+a)\cdot(r+b)\neq0$. Show that

$$Q_M(l+a,r+b)-E=\frac{a\cdot(M-E)b}{(l+a)\cdot(r+b)}.$$

**Solution.** Divide (b) by the overlap.

For a transcorrelated Hamiltonian held as a finite real matrix, this shows how errors in the two approximate eigenvectors enter the energy. If $l\cdot r\neq0$, small errors of order $t$ in both vectors give an energy error of order $t^2$ at most. Part (a) supplies that condition whenever $\psi\neq0$.

```lean
/-- If `Mr = Er`, `lᵀM = Elᵀ` and the trial vectors `l+a` and `r+b` overlap, the error of the
two-sided quotient is `a·(M-E)b` divided by that overlap. -/
theorem biQuotient_error {M : Matrix n n ℝ} {l r a b : n → ℝ} {E : ℝ}
    (hr : M *ᵥ r = E • r) (hl : l ᵥ* M = E • l) (h : (l + a) ⬝ᵥ (r + b) ≠ 0) :
    biQuotient M (l + a) (r + b) - E =
      (a ⬝ᵥ (M *ᵥ b - E • b)) / ((l + a) ⬝ᵥ (r + b)) := by
  rw [biQuotient, ← numerator_error hr hl a b, sub_div, mul_div_cancel_right₀ _ h]
```

## (d) One exact vector is enough

Under the hypotheses of (c), let $a=0$ or $b=0$. Show that $Q_M(l+a,r+b)=E$.

**Solution.** Either condition makes $a\cdot(M-E)b$ zero, so the error in (c) is zero. The proof treats the two cases with `rcases` and then applies `biQuotient_error`.

```lean
/-- If `Mr = Er`, `lᵀM = Elᵀ`, the trial vectors overlap and one of the two errors `a`, `b`
vanishes, the two-sided quotient equals `E`. -/
theorem biQuotient_exact {M : Matrix n n ℝ} {l r a b : n → ℝ} {E : ℝ}
    (hr : M *ᵥ r = E • r) (hl : l ᵥ* M = E • l) (h : (l + a) ⬝ᵥ (r + b) ≠ 0)
    (hab : a = 0 ∨ b = 0) : biQuotient M (l + a) (r + b) = E := by
  have h0 : a ⬝ᵥ (M *ᵥ b - E • b) = 0 := by
    rcases hab with rfl | rfl <;> simp
  have h1 := biQuotient_error hr hl h
  rw [h0, zero_div] at h1
  linarith
```

## (e) Recognising a right eigenvector from its quotients

Show that

$$Mr=Er\iff Q_M(w,r)=E\ \text{ for every } w \text{ with } w\cdot r\neq0.$$

**Solution.** If $Mr=Er$, then $w\cdot Mr=E\,w\cdot r$; divide by $w\cdot r$.

Conversely, let $d=Mr-Er$. The assumption says $w\cdot d=0$ whenever $w\cdot r\neq0$. If $r=0$, then $d=0$. Otherwise $w=r$ gives $r\cdot d=0$. The vector $w=r+d$ then has overlap $r\cdot r\neq0$ with $r$, so $0=(r+d)\cdot d=d\cdot d$ and $d=0$.

The statement `key` is the orthogonality of $w$ and $d$. Lean splits on whether $d\cdot r$ vanishes, and in the other case takes $w=d$ directly.

For $r=0$ both sides hold trivially, so the quotients identify an eigenvector only when $r\neq0$. Applied to $M^T$, the same argument characterises left eigenvectors among the nonzero vectors: $l^TM=El^T$ exactly when $Q_M(l,w)=E$ for every $w$ overlapping $l$.

```lean
/-- A vector `r` satisfies `Mr = Er` exactly when the two-sided quotient equals `E` for every
left vector that overlaps with `r`. -/
theorem right_eigen_iff (M : Matrix n n ℝ) (r : n → ℝ) (E : ℝ) :
    M *ᵥ r = E • r ↔ ∀ w : n → ℝ, w ⬝ᵥ r ≠ 0 → biQuotient M w r = E := by
  constructor
  · intro h w hw
    rw [biQuotient, h, dotProduct_smul, smul_eq_mul, mul_div_cancel_right₀ _ hw]
  · intro h
    have key : ∀ w : n → ℝ, w ⬝ᵥ r ≠ 0 → w ⬝ᵥ (M *ᵥ r - E • r) = 0 := by
      intro w hw
      have h1 := h w hw
      rw [biQuotient, div_eq_iff hw] at h1
      rw [dotProduct_sub, dotProduct_smul, smul_eq_mul, h1, sub_self]
    by_cases hr : r = 0
    · subst hr
      simp
    have hrr : r ⬝ᵥ r ≠ 0 := mt dotProduct_self_eq_zero.mp hr
    -- the residual is orthogonal to itself
    apply sub_eq_zero.mp
    apply dotProduct_self_eq_zero.mp
    by_cases hd : (M *ᵥ r - E • r) ⬝ᵥ r = 0
    · have h2 := key (r + (M *ᵥ r - E • r)) (by rw [add_dotProduct, hd, add_zero]; exact hrr)
      rw [add_dotProduct, key r hrr, zero_add] at h2
      exact h2
    · exact key _ hd
```

## (f) The symmetric one-sided quotient

Let $M$ be symmetric, $Mr=Er$ and $r+b\neq0$. Show that

$$Q_M(r+b,r+b)-E=\frac{b\cdot(M-E)b}{(r+b)\cdot(r+b)}.$$

**Solution.** Symmetry makes $r$ a left eigenvector too. Set $l=r$ and $a=b$ in (c); the denominator is nonzero because $r+b$ is. For fixed $r\neq0$ the error therefore has no term linear in $b$.

```lean
/-- For symmetric `M` with `Mr = Er` and a nonzero trial vector `r+b`, the error of the
one-sided quotient is `b·(M-E)b` divided by the squared length of `r+b`. -/
theorem symmetric_error {M : Matrix n n ℝ} {r b : n → ℝ} {E : ℝ} (hM : M.IsSymm)
    (hr : M *ᵥ r = E • r) (h : r + b ≠ 0) :
    biQuotient M (r + b) (r + b) - E =
      (b ⬝ᵥ (M *ᵥ b - E • b)) / ((r + b) ⬝ᵥ (r + b)) := by
  have hl : r ᵥ* M = E • r := by rw [← Matrix.mulVec_transpose, hM.eq, hr]
  exact biQuotient_error hr hl (mt dotProduct_self_eq_zero.mp h)
```

## (g) A two-state transcorrelated model

Consider

$$M=\begin{pmatrix}0&1\\0&1\end{pmatrix},\qquad T=\begin{pmatrix}1&-1\\0&1\end{pmatrix}.$$

```lean
/-- A two-state non-symmetric model Hamiltonian with rows `(0,1)` and `(0,1)`. -/
def toy : Matrix (Fin 2) (Fin 2) ℝ := !![0, 1; 0, 1]
```

Show that $T$ is invertible and that

$$T^{-1}\mathrm{diag}(0,1)\,T=M,\qquad M\begin{pmatrix}1\\0\end{pmatrix}=0,\qquad (1,-1)M=0.$$

**Solution.** Since $\det T=1$, $T$ is invertible, with

$$T^{-1}=\begin{pmatrix}1&1\\0&1\end{pmatrix}.$$

Because $\mathrm{diag}(0,1)\,T=\mathrm{diag}(0,1)$, the product is $T^{-1}\mathrm{diag}(0,1)=M$. The first column of $M$ is zero and its rows are equal, which gives the two eigenvectors. Lean checks the entries one by one.

```lean
/-- The model is the transcorrelated form of `diag(0,1)` with an explicit invertible factor;
`(1,0)` and `(1,-1)` are its right and left eigenvectors at `0`. -/
theorem toy_witness :
    IsUnit (!![1, -1; 0, 1] : Matrix (Fin 2) (Fin 2) ℝ).det ∧
    transcorrelated !![1, -1; 0, 1] !![0, 0; 0, 1] = toy ∧
    toy *ᵥ ![1, 0] = (0 : ℝ) • ![1, 0] ∧ ![1, -1] ᵥ* toy = (0 : ℝ) • ![1, -1] := by
  have hinv : (!![1, -1; 0, 1] : Matrix (Fin 2) (Fin 2) ℝ)⁻¹ = !![1, 1; 0, 1] := by
    apply Matrix.inv_eq_right_inv
    ext i j
    fin_cases i <;> fin_cases j <;> simp [Matrix.mul_apply, Fin.sum_univ_two]
  refine ⟨by simp [Matrix.det_fin_two], ?_, ?_, ?_⟩
  · rw [transcorrelated, hinv]
    ext i j
    fin_cases i <;> fin_cases j <;> simp [toy, Matrix.mul_apply, Fin.sum_univ_two]
  · ext i
    fin_cases i <;> simp [toy, Matrix.mulVec, dotProduct, Fin.sum_univ_two]
  · ext i
    fin_cases i <;> simp [toy, Matrix.vecMul, dotProduct, Fin.sum_univ_two]
```

## (h) The spectrum of the model

Show that a real $E$ has a nonzero real eigenvector of $M$ exactly when $E=0$ or $E=1$.

**Solution.** With $v=(v_0,v_1)$, the equations are $v_1=Ev_0$ and $v_1=Ev_1$. If $E\neq1$, the second gives $v_1=0$; if also $E\neq0$, the first gives $v_0=0$. Conversely, $(1,0)$ belongs to $0$ and $(1,1)$ to $1$.

```lean
/-- The real eigenvalues of the model are exactly `0` and `1`. -/
theorem toy_spectrum (E : ℝ) :
    (∃ v : Fin 2 → ℝ, v ≠ 0 ∧ toy *ᵥ v = E • v) ↔ E = 0 ∨ E = 1 := by
  constructor
  · rintro ⟨v, hv, h⟩
    have h0 : v 1 = E * v 0 := by
      simpa [toy, Matrix.mulVec, dotProduct, Fin.sum_univ_two] using congrFun h 0
    have h1 : v 1 = E * v 1 := by
      simpa [toy, Matrix.mulVec, dotProduct, Fin.sum_univ_two] using congrFun h 1
    by_contra hE
    rw [not_or] at hE
    have hv1 : v 1 = 0 :=
      (mul_eq_zero.mp (by linear_combination -h1 : (E - 1) * v 1 = 0)).resolve_left
        (sub_ne_zero.mpr hE.2)
    have hv0 : v 0 = 0 :=
      (mul_eq_zero.mp (by rw [← h0, hv1] : E * v 0 = 0)).resolve_left hE.1
    apply hv
    ext i
    fin_cases i
    · exact hv0
    · exact hv1
  · rintro (rfl | rfl)
    · exact ⟨![1, 0], fun h => by simpa using congrFun h 0, toy_witness.2.2.1⟩
    · refine ⟨![1, 1], fun h => by simpa using congrFun h 0, ?_⟩
      ext i
      fin_cases i <;> simp [toy, Matrix.mulVec, dotProduct, Fin.sum_univ_two]
```

## (i) The same trial vector on both sides

Show that, for every real $\varepsilon$,

$$Q_M\big((1,\varepsilon),(1,\varepsilon)\big)=\frac{\varepsilon+\varepsilon^2}{1+\varepsilon^2}.$$

**Solution.** $M$ sends $(1,\varepsilon)$ to $(\varepsilon,\varepsilon)$. Its product with $(1,\varepsilon)$ is $\varepsilon+\varepsilon^2$, and the squared length is $1+\varepsilon^2$. These are `h1` and `h2`.

```lean
/-- The one-sided quotient of the model at `(1,ε)` is `(ε+ε²)/(1+ε²)`. -/
theorem toy_quotient (ε : ℝ) :
    biQuotient toy ![1, ε] ![1, ε] = (ε + ε ^ 2) / (1 + ε ^ 2) := by
  have h1 : ![1, ε] ⬝ᵥ (toy *ᵥ ![1, ε]) = ε + ε ^ 2 := by
    simp [toy, Matrix.mulVec, dotProduct, Fin.sum_univ_two]
    ring
  have h2 : ![1, ε] ⬝ᵥ ![1, ε] = 1 + ε ^ 2 := by
    simp [dotProduct, Fin.sum_univ_two]
    ring
  rw [biQuotient, h1, h2]
```

## (j) A linear error and an energy below the ground state

Show that the quotient in (i) has derivative $1$ at $\varepsilon=0$ and is negative for $-1<\varepsilon<0$.

**Solution.** At $\varepsilon=0$ the numerator has value $0$ and slope $1$, the denominator value $1$ and slope $0$. The quotient rule gives $(1\cdot1-0\cdot0)/1^2=1$. For the sign, the numerator is $\varepsilon(1+\varepsilon)<0$ and the denominator is positive.

By (h), these negative values lie below the lowest eigenvalue, so the one-sided quotient gives no variational bound for this model. With the exact left vector $(1,-1)$ instead, (d) gives $0$ for every $\varepsilon\neq1$.

In Lean, `hn` and `hd` are the two slopes, and `fun_div` is the quotient rule.

```lean
/-- The one-sided quotient of the model at `(1,ε)` has slope `1` at `ε = 0`, and it is negative
for `-1 < ε < 0`. -/
theorem toy_linear_and_below :
    HasDerivAt (fun ε : ℝ => biQuotient toy ![1, ε] ![1, ε]) 1 0 ∧
    ∀ ε : ℝ, -1 < ε → ε < 0 → biQuotient toy ![1, ε] ![1, ε] < 0 := by
  simp only [toy_quotient]
  constructor
  · have hn : HasDerivAt (fun ε : ℝ => ε + ε ^ 2) 1 0 :=
      ((hasDerivAt_id' (0 : ℝ)).fun_add (hasDerivAt_pow 2 (0 : ℝ))).congr_deriv (by norm_num)
    have hd : HasDerivAt (fun ε : ℝ => 1 + ε ^ 2) 0 0 :=
      ((hasDerivAt_pow 2 (0 : ℝ)).const_add 1).congr_deriv (by norm_num)
    exact (hn.fun_div hd (by norm_num)).congr_deriv (by norm_num)
  · intro ε h1 h0
    -- the numerator is `ε(1+ε)`
    have h2 : 0 < -ε * (1 + ε) := mul_pos (by linarith) (by linarith)
    exact div_neg_of_neg_of_pos (by nlinarith) (by positivity)

end

end TranscorrelatedQuotient
```

```lean
#print axioms TranscorrelatedQuotient.biQuotient_exact
-- 'TranscorrelatedQuotient.biQuotient_exact' depends on axioms: [propext, Classical.choice, Quot.sound]
#print axioms TranscorrelatedQuotient.right_eigen_iff
-- 'TranscorrelatedQuotient.right_eigen_iff' depends on axioms: [propext, Classical.choice, Quot.sound]
#print axioms TranscorrelatedQuotient.toy_spectrum
-- 'TranscorrelatedQuotient.toy_spectrum' depends on axioms: [propext, Classical.choice, Quot.sound]
#print axioms TranscorrelatedQuotient.toy_linear_and_below
-- 'TranscorrelatedQuotient.toy_linear_and_below' depends on axioms: [propext, Classical.choice, Quot.sound]
```
